# Even products of spin matrices are invariant under time reversal

## Basis, spin matrices and the matrix U

Let $s$ be a natural number and consider one spin of magnitude $s/2$, with $\hbar=1$. The basis states $e_0,\dots,e_s$ are ordered by falling magnetic number, so $e_j$ has $m=s/2-j$.

```lean
import Mathlib

open Matrix

namespace SpinTimeReversal

noncomputable section
```

Operators are complex matrices with rows and columns numbered from $0$ to $s$. The case $s=0$ is allowed: all spin components are then zero.

```lean
/-- Operators on the `s + 1` states of a spin `s/2`; state `j` has magnetic number `s/2 - j`. -/
abbrev Op (s : ℕ) := Matrix (Fin (s + 1)) (Fin (s + 1)) ℂ
```

With $m=s/2-j$, the usual factor $\sqrt{S(S+1)-m(m+1)}$ for $S=s/2$ becomes $a_j=\sqrt{j(s+1-j)}$.

```lean
/-- For `1 ≤ j ≤ s`, the ladder matrix element between the states `j` and `j - 1`. -/
def amp (s j : ℕ) : ℝ := √((j : ℝ) * (s + 1 - j))
```

Thus $S_+e_j=a_j e_{j-1}$ for $j\ge1$, and $S_+e_0=0$.

```lean
/-- The raising operator `S+`. -/
def Sp (s : ℕ) : Op s :=
  Matrix.of fun i j => if (i : ℕ) + 1 = (j : ℕ) then (amp s j : ℂ) else 0
```

Since $S_+$ is real, its adjoint $S_-$ is its transpose.

```lean
/-- The lowering operator `S-`, the transpose of the real matrix `S+`. -/
def Sm (s : ℕ) : Op s := (Sp s)ᵀ
```

The Cartesian components follow from $S_x=(S_++S_-)/2$,

```lean
/-- The component `Sx = (S+ + S-)/2`. -/
def Sx (s : ℕ) : Op s := (1 / 2 : ℂ) • (Sp s + Sm s)
```

$S_y=(S_+-S_-)/(2i)$,

```lean
/-- The component `Sy = (S+ - S-)/(2i)`. -/
def Sy (s : ℕ) : Op s := (-Complex.I / 2) • (Sp s - Sm s)
```

and $S_z e_j=(s/2-j)e_j$. These are the standard formulas; the file takes them as definitions and does not derive the commutation relations.

```lean
/-- The component `Sz`, diagonal with entries `s/2 - j`. -/
def Sz (s : ℕ) : Op s := Matrix.diagonal fun j => (s : ℂ) / 2 - ((j : ℕ) : ℂ)
```

The axes $x,y,z$ are numbered $k=0,1,2$.

```lean
/-- The three spin components, indexed by the axes x, y, z. -/
def spin (s : ℕ) : Fin 3 → Op s := ![Sx s, Sy s, Sz s]
```

Time reversal is $\Theta=UK$, where $K$ conjugates components in this basis and $Ue_j=(-1)^je_{s-j}$. In Lean, `Fin.rev j` is $s-j$.

```lean
/-- The matrix `U` with `U e_j = (-1)^j e_(s-j)`. -/
def U (s : ℕ) : Op s := Matrix.of fun i j => if i = Fin.rev j then (-1) ^ (j : ℕ) else 0
```

Conjugating an operator by $K$ gives its entrywise conjugate $\overline W$, written `cc`. It respects sums and products. The equation $U\overline W=WU$ therefore says $\Theta W\Theta^{-1}=W$.

```lean
/-- Entrywise complex conjugation of an operator. -/
def cc {s : ℕ} : Op s →+* Op s := (starRingEnd ℂ).mapMatrix
```

A list of axes $k_1,\dots,k_n$ specifies the product $W=S_{k_1}\cdots S_{k_n}$; the empty list gives the identity.

```lean
/-- The product of spin components along a list of axes. -/
def word (s : ℕ) (l : List (Fin 3)) : Op s := (l.map (spin s)).prod
```

For a finite set $F$ of lists $l$ with products $W_l$, real coefficients $c_l$ and a real vector $B$, define
$$H(B)=\sum_{l\in F}c_lW_l+\sum_k B_kS_k .$$
Here $B$ has absorbed the magnetic moment factor, taken as isotropic. $H(B)$ need not be Hermitian, since $S_xS_y$ alone is permitted.

```lean
/-- A combination of the spin products in `F` with real coefficients `c`,
plus a Zeeman term linear in the field `B`. -/
def fieldOp (s : ℕ) (F : Finset (List (Fin 3))) (c : List (Fin 3) → ℝ) (B : Fin 3 → ℝ) : Op s :=
  ∑ l ∈ F, (c l : ℂ) • word s l + ∑ k, (B k : ℂ) • spin s k
```

## Reversed rows, unitarity and the double reversal

Only one term survives in each matrix product with $U$:
$$(UM)_{ij}=(-1)^{s-i}M_{s-i,j},\qquad (MU)_{ij}=M_{i,s-j}(-1)^j .$$
`Finset.sum_eq_single` selects that term.

```lean
/-- Multiplication by `U` from the left reverses the rows, and from the right the columns,
with alternating signs. -/
theorem U_entries (s : ℕ) (M : Op s) (i j : Fin (s + 1)) :
    (U s * M) i j = (-1) ^ (Fin.rev i : ℕ) * M (Fin.rev i) j ∧
    (M * U s) i j = M i (Fin.rev j) * (-1) ^ (j : ℕ) := by
  constructor
  · rw [Matrix.mul_apply, Finset.sum_eq_single (Fin.rev i)]
    · simp [U]
    · intro k _ hk
      have hne : i ≠ Fin.rev k := fun h => hk (by rw [h, Fin.rev_rev])
      simp [U, hne]
    · simp
  · rw [Matrix.mul_apply, Finset.sum_eq_single (Fin.rev j)]
    · simp [U]
    · intro k _ hk
      simp [U, hk]
    · simp
```

Taking $M=U^\dagger$ gives $(UU^\dagger)_{ij}=(-1)^{s-i}(-1)^{s-i}\delta_{ij}=\delta_{ij}$.

```lean
/-- The matrix `U` is unitary. -/
theorem U_unitary (s : ℕ) : U s ∈ Matrix.unitaryGroup (Fin (s + 1)) ℂ := by
  have sq : ∀ n : ℕ, (-1 : ℂ) ^ n * (-1) ^ n = 1 := fun n => by rw [← mul_pow]; norm_num
  rw [Matrix.mem_unitaryGroup_iff]
  ext i j
  rw [(U_entries s _ i j).1, Matrix.star_apply, Matrix.one_apply]
  rcases eq_or_ne i j with rfl | h
  · simp [U, sq]
  · simp [U, h, h.symm]
```

Taking $M=\overline U$ gives $(-1)^{s-i}(-1)^i\delta_{ij}=(-1)^s\delta_{ij}$. For odd $s$, the half-integer spins, this is the sign $-1$ used in the usual argument for Kramers degeneracy.

```lean
/-- Time reversal applied twice gives the sign `(-1)^s`: `U conj(U) = (-1)^s`. -/
theorem U_conj_U (s : ℕ) : U s * cc (U s) = ((-1 : ℂ) ^ s) • (1 : Op s) := by
  ext i j
  rw [(U_entries s _ i j).1, Matrix.smul_apply, Matrix.one_apply]
  change _ * (starRingEnd ℂ) (U s (Fin.rev i) j) = _
  rcases eq_or_ne i j with rfl | h
  · have hr : (Fin.rev i : ℕ) + (i : ℕ) = s := by
      have := i.isLt
      rw [Fin.val_rev]; omega
    have e : (-1 : ℂ) ^ (Fin.rev i : ℕ) * (-1) ^ (i : ℕ) = (-1) ^ s := by rw [← pow_add, hr]
    simpa [U] using e
  · simp [U, h]
```

## Sign change of the spin components

The entry $(US_+)_{ij}$ vanishes unless $i+j=s+1$, where it is $(-1)^{s-i}a_j$. On the same entries, $(S_-U)_{ij}=(-1)^ja_i$. There $a_i=a_j$ and $(-1)^j=-(-1)^{s-i}$, so $US_+=-S_-U$.

For the second relation, $U$ is real, so $U^2=(-1)^s$. Then
$$US_-U^2=U(S_-U)U=-U^2S_+U,$$
and cancelling the sign $(-1)^s$ gives $US_-=-S_+U$.

```lean
/-- `U` exchanges raising and lowering with a minus sign. -/
theorem U_ladder (s : ℕ) :
    U s * Sp s = -(Sm s * U s) ∧ U s * Sm s = -(Sp s * U s) := by
  have h : U s * Sp s = -(Sm s * U s) := by
    ext i j
    have hi := i.isLt
    have hj := j.isLt
    rw [(U_entries s _ i j).1, Matrix.neg_apply, (U_entries s _ i j).2]
    simp only [Sm, Matrix.transpose_apply, Sp, Matrix.of_apply]
    by_cases hij : (i : ℕ) + (j : ℕ) = s + 1
    · have h1 : (Fin.rev i : ℕ) + 1 = (j : ℕ) := by rw [Fin.val_rev]; omega
      have h2 : (Fin.rev j : ℕ) + 1 = (i : ℕ) := by rw [Fin.val_rev]; omega
      have hr : ((i : ℕ) : ℝ) = s + 1 - ((j : ℕ) : ℝ) := by
        have : ((i : ℕ) : ℝ) + ((j : ℕ) : ℝ) = s + 1 := by exact_mod_cast hij
        linarith
      -- the ladder elements are symmetric under j ↦ s + 1 - j
      have hc : amp s i = amp s j := by
        unfold amp
        rw [hr]
        congr 1
        ring
      have hs : (-1 : ℂ) ^ (j : ℕ) = -(-1) ^ (Fin.rev i : ℕ) := by
        rw [← h1, pow_succ]; ring
      rw [if_pos h1, if_pos h2, hc, hs]
      ring
    · have h1 : (Fin.rev i : ℕ) + 1 ≠ (j : ℕ) := by rw [Fin.val_rev]; omega
      have h2 : (Fin.rev j : ℕ) + 1 ≠ (i : ℕ) := by rw [Fin.val_rev]; omega
      rw [if_neg h1, if_neg h2]
      ring
  refine ⟨h, ?_⟩
  -- the second relation follows from the first, since U is real and U² = ±1
  have hU : cc (U s) = U s := by
    ext i j
    change (starRingEnd ℂ) (U s i j) = U s i j
    simp only [U, Matrix.of_apply]
    split_ifs <;> simp
  have hUU := U_conj_U s
  rw [hU] at hUU
  have h' : Sm s * U s = -(U s * Sp s) := by rw [h, neg_neg]
  have h2 : ((-1 : ℂ) ^ s) • (U s * Sm s) = ((-1 : ℂ) ^ s) • (-(Sp s * U s)) := by
    calc ((-1 : ℂ) ^ s) • (U s * Sm s) = U s * Sm s * (U s * U s) := by
          rw [hUU, Matrix.mul_smul, mul_one]
      _ = U s * (Sm s * U s) * U s := by noncomm_ring
      _ = -(U s * U s * (Sp s * U s)) := by rw [h']; noncomm_ring
      _ = _ := by rw [hUU, Matrix.smul_mul, one_mul, smul_neg]
  have key : ∀ M : Op s, ((-1 : ℂ) ^ s) • (((-1 : ℂ) ^ s) • M) = M := fun M => by
    rw [smul_smul, ← mul_pow]; norm_num
  rw [← key (U s * Sm s), h2, key]
```

Conjugation leaves $S_\pm$ and $S_z$ unchanged and turns $i$ into $-i$. Hence
$$U\overline{S_x}=-\tfrac12(S_-+S_+)U=-S_xU,$$
$$U\overline{S_y}=\tfrac i2(-S_-+S_+)U=-S_yU.$$
For $S_z$, compare entries with $j=s-i$: the reversed diagonal value is $s/2-(s-i)=-(s/2-i)$. The proof treats the three axes separately with `fin_cases`.

```lean
/-- Time reversal changes the sign of each spin component: `U conj(S_k) = -S_k U`. -/
theorem spin_reversal (s : ℕ) (k : Fin 3) : U s * cc (spin s k) = -(spin s k * U s) := by
  have hsmul : ∀ (a : ℂ) (M : Op s), cc (a • M) = (starRingEnd ℂ) a • cc M := fun a M => by
    ext i j
    exact map_mul (starRingEnd ℂ) a (M i j)
  have hp : cc (Sp s) = Sp s := by
    ext i j
    change (starRingEnd ℂ) (Sp s i j) = Sp s i j
    simp only [Sp, Matrix.of_apply]
    split_ifs <;> simp
  have hm : cc (Sm s) = Sm s := by
    ext i j
    exact congrFun (congrFun hp j) i
  have two : (starRingEnd ℂ) 2 = 2 := map_ofNat (starRingEnd ℂ) 2
  obtain ⟨h1, h2⟩ := U_ladder s
  fin_cases k
  · change U s * cc (Sx s) = -(Sx s * U s)
    have hc : (starRingEnd ℂ) (1 / 2) = 1 / 2 := by simp [two]
    rw [Sx, hsmul, hc, map_add, hp, hm, Matrix.mul_smul, mul_add, h1, h2,
      Matrix.smul_mul, add_mul]
    module
  · change U s * cc (Sy s) = -(Sy s * U s)
    have hc : (starRingEnd ℂ) (-Complex.I / 2) = Complex.I / 2 := by simp [two]
    rw [Sy, hsmul, hc, map_sub, hp, hm, Matrix.mul_smul, mul_sub, h1, h2,
      Matrix.smul_mul, sub_mul]
    module
  · change U s * cc (Sz s) = -(Sz s * U s)
    have hz : cc (Sz s) = Sz s := by
      ext i j
      change (starRingEnd ℂ) (Sz s i j) = Sz s i j
      rcases eq_or_ne i j with rfl | h
      · simp [Sz, two]
      · simp [Sz, h]
    ext i j
    rw [hz, (U_entries s _ i j).1, Matrix.neg_apply, (U_entries s _ i j).2]
    by_cases h : Fin.rev i = j
    · subst h
      have hr : ((Fin.rev i : ℕ) : ℂ) = s - ((i : ℕ) : ℂ) := by
        have e : (Fin.rev i : ℕ) + (i : ℕ) = s := by
          have := i.isLt
          rw [Fin.val_rev]; omega
        have e' : ((Fin.rev i : ℕ) : ℂ) + ((i : ℕ) : ℂ) = s := by exact_mod_cast e
        linear_combination e'
      simp only [Sz, Fin.rev_rev, Matrix.diagonal_apply_eq]
      rw [hr]
      ring
    · have h' : i ≠ Fin.rev j := fun e => h (by rw [e, Fin.rev_rev])
      rw [Sz, Matrix.diagonal_apply_ne _ h, Matrix.diagonal_apply_ne _ h']
      ring
```

## Products and the reversed field

Moving $U$ past one factor costs one sign:
$$U\overline{S_kW}=-S_kU\overline W=(-1)^{n+1}S_kWU$$
if $W$ has $n$ factors. Induction on the list gives the general rule.

```lean
/-- A product `W` of `n` spin components obeys `U conj(W) = (-1)^n W U`. -/
theorem word_reversal (s : ℕ) (l : List (Fin 3)) :
    U s * cc (word s l) = ((-1 : ℂ) ^ l.length) • (word s l * U s) := by
  induction l with
  | nil => simp [word]
  | cons k l ih =>
    have hw : word s (k :: l) = spin s k * word s l := by simp [word]
    -- move U past the first factor, then past the rest
    rw [hw, map_mul, ← mul_assoc, spin_reversal, neg_mul, mul_assoc (spin s k) (U s), ih,
      Matrix.mul_smul, mul_assoc (spin s k) (word s l), List.length_cons, pow_succ]
    module
```

For even $n$ the sign is $+1$.

```lean
/-- Every product `W` of an even number of spin components is invariant under time reversal:
`U conj(W) = W U`. -/
theorem even_word_invariant (s : ℕ) (l : List (Fin 3)) (hl : Even l.length) :
    U s * cc (word s l) = word s l * U s := by
  rw [word_reversal, hl.neg_one_pow, one_smul]
```

If every list in $F$ has even length (`hF`), the first sum in $H(B)$ is unchanged, because real coefficients survive conjugation, while each Zeeman term changes sign. So $U\overline{H(B)}=H(-B)U$. This covers the zero-field splitting $DS_z^2+E(S_x^2-S_y^2)$ of a single spin with real $D$ and $E$.

```lean
/-- For a real combination of even spin products plus a Zeeman term, time reversal
reverses the field `B` and leaves the rest unchanged. -/
theorem field_reversal (s : ℕ) (F : Finset (List (Fin 3))) (hF : ∀ l ∈ F, Even l.length)
    (c : List (Fin 3) → ℝ) (B : Fin 3 → ℝ) :
    U s * cc (fieldOp s F c B) = fieldOp s F c (-B) * U s := by
  have hsmul : ∀ (a : ℝ) (M : Op s), cc ((a : ℂ) • M) = (a : ℂ) • cc M := fun a M => by
    ext i j
    change (starRingEnd ℂ) ((a : ℂ) * M i j) = (a : ℂ) * (starRingEnd ℂ) (M i j)
    rw [map_mul, Complex.conj_ofReal]
  simp only [fieldOp, map_add, map_sum, mul_add, add_mul, Finset.mul_sum, Finset.sum_mul]
  congr 1
  · refine Finset.sum_congr rfl fun l hl => ?_
    rw [hsmul, Matrix.mul_smul, even_word_invariant s l (hF l hl), Matrix.smul_mul]
  · refine Finset.sum_congr rfl fun k _ => ?_
    rw [hsmul, Matrix.mul_smul, spin_reversal, Matrix.smul_mul, Pi.neg_apply,
      Complex.ofReal_neg, neg_smul, smul_neg]


end

end SpinTimeReversal
```

```lean
#print axioms SpinTimeReversal.U_unitary
#print axioms SpinTimeReversal.even_word_invariant
#print axioms SpinTimeReversal.field_reversal
```

```
'SpinTimeReversal.U_unitary' depends on axioms: [propext, Classical.choice, Quot.sound]
'SpinTimeReversal.even_word_invariant' depends on axioms: [propext, Classical.choice, Quot.sound]
'SpinTimeReversal.field_reversal' depends on axioms: [propext, Classical.choice, Quot.sound]
```

## Spin 1 with numbers, and a test for a program

Take $s=2$, $D=3$, $E=1$ and $B=(0,0,2)$. Then
$$H(B)=\begin{pmatrix}5&0&1\\0&0&0\\1&0&1\end{pmatrix},\qquad
U=\begin{pmatrix}0&0&1\\0&-1&0\\1&0&0\end{pmatrix}.$$
Reversing the field exchanges the diagonal entries $5$ and $1$, and both sides of the relation equal
$$U\overline{H(B)}=H(-B)U=\begin{pmatrix}1&0&1\\0&0&0\\5&0&1\end{pmatrix}.$$

A program that builds such single-spin Hamiltonians can evaluate the norm of $U\overline{H(B)}-H(-B)U$, which should vanish up to rounding. A term with an odd number of spin factors placed by accident in the zero-field part will generally show up there. If every list in $F$ has even length and $H(B)$ is Hermitian, an eigenvector $v$ of $H(B)$ with energy $\varepsilon$ gives the eigenvector $U\overline v$ of $H(-B)$ with the same energy. Energy levels along a straight line of fields through $B=0$ therefore need to be computed on only one side of zero.
